# The Lindhard function of the three-dimensional electron gas at imaginary frequency: closed form and two limits

The imaginary-frequency Lindhard function is defined by an integral, and a correlation-energy calculation evaluates it at many wave numbers and frequencies. A closed form can replace a numerical quadrature at each of these points. At low frequency such a quadrature can be delicate: at a fixed wave number below twice the Fermi momentum, the integrand has a sharp feature whose width shrinks with the frequency, and a grid much coarser than that width can miss it.

The function in question describes non-interacting electrons at zero temperature. In the random-phase approximation for the uniform electron gas it is the input from which the correlation energy is built. Take units in which the Fermi momentum, the electron mass and ħ are one. Let q be the wave number and ω the imaginary frequency, and set z = q/2 and u = ω/q. The reduced function is

F(z,u) = (1/(4z)) ∫[−1,1] (1 − x²)(x + z)/((x + z)² + u²) dx.

For nonzero z and u it has an elementary closed form, derived below together with its limits at high frequency and at long wavelength. All quantities are real numbers, and the integrals are Mathlib's interval integrals.

```lean
import Mathlib

open Filter Topology Real

namespace ImaginaryFrequencyLindhard

noncomputable section
```

## From the Fermi sphere to one integral

An electron inside the Fermi sphere has longitudinal momentum x, along the wave vector, and transverse momentum ρ. When it absorbs the wave number q, its kinetic energy rises by

Δ = ((x + q)² + ρ²)/2 − (x² + ρ²)/2 = q(x + q/2).

The transverse part cancels. With q = 2z this is Δ = 2z(x + z).

```lean
/-- Kinetic energy gained by an electron of unit mass with longitudinal momentum `x` and
transverse momentum `ρ` when it absorbs the longitudinal momentum `q`. -/
def excitationEnergy (q x ρ : ℝ) : ℝ :=
  ((x + q) ^ 2 + ρ ^ 2) / 2 - (x ^ 2 + ρ ^ 2) / 2
```

The reduced function is defined directly by its one-dimensional integral.

```lean
/-- The reduced Lindhard function at imaginary frequency, for `z ≠ 0` and `u ≠ 0`: `z` is the
wave number over twice the Fermi momentum, `u` the frequency over wave number times Fermi
velocity. -/
def lindhardF (z u : ℝ) : ℝ :=
  1 / (4 * z) * ∫ x in (-1 : ℝ)..1, (1 - x ^ 2) * (x + z) / ((x + z) ^ 2 + u ^ 2)
```

To connect the two, start from the response integrand Δ/(Δ² + ω²) with ω = 2zu. A factor 2z cancels:

Δ/(Δ² + ω²) = (1/(2z)) (x + z)/((x + z)² + u²).

This does not depend on ρ, so the disc at fixed x contributes only its weight,

∫[0,√(1−x²)] ρ dρ = (1 − x²)/2.

The product of the two prefactors is 1/(4z), and what remains is F(z,u).

```lean
/-- The reduced Lindhard function is the integral of `Δ / (Δ² + ω²)` over the unit Fermi sphere
in cylindrical coordinates, without the azimuthal factor `2π`, where `Δ` is the excitation energy
at wave number `2z` and `ω = 2zu`. -/
theorem lindhardF_eq_fermi_sphere (z u : ℝ) :
    lindhardF z u = ∫ x in (-1 : ℝ)..1, ∫ ρ in (0 : ℝ)..Real.sqrt (1 - x ^ 2),
      ρ * (excitationEnergy (2 * z) x ρ /
        (excitationEnergy (2 * z) x ρ ^ 2 + (2 * z * u) ^ 2)) := by
  unfold lindhardF
  rw [← intervalIntegral.integral_const_mul]
  apply intervalIntegral.integral_congr
  intro x hx
  rw [Set.uIcc_of_le (by norm_num)] at hx
  have hs : 0 ≤ 1 - x ^ 2 := by nlinarith [hx.1, hx.2]
  -- the excitation energy does not depend on the transverse momentum
  have hk : ∀ ρ : ℝ, ρ * (excitationEnergy (2 * z) x ρ /
      (excitationEnergy (2 * z) x ρ ^ 2 + (2 * z * u) ^ 2)) =
      ρ * (1 / (2 * z) * ((x + z) / ((x + z) ^ 2 + u ^ 2))) := by
    intro ρ
    have hE : excitationEnergy (2 * z) x ρ = 2 * z * (x + z) := by
      unfold excitationEnergy
      ring
    rw [hE]
    rcases eq_or_ne z 0 with rfl | hz
    · simp
    · have hd : (2 * z * (x + z)) ^ 2 + (2 * z * u) ^ 2 =
          2 * z * (2 * z * ((x + z) ^ 2 + u ^ 2)) := by ring
      rw [hd, mul_div_mul_left _ _ (mul_ne_zero two_ne_zero hz), div_mul_div_comm, one_mul]
  simp only [hk]
  rw [intervalIntegral.integral_mul_const, integral_id, Real.sq_sqrt hs]
  ring
```

The theorem `lindhardF_eq_fermi_sphere` says that `lindhardF z u` equals the integral of Δ/(Δ² + ω²) over the unit sphere in cylindrical coordinates, with the azimuthal factor 2π left out. In the proof, `hk` is the cancellation of 2z, and `integral_id` with `Real.sq_sqrt` gives the disc weight. The identity is stated for all real z and u, but two cases should not be read as physics. At z = 0 Lean assigns the value zero to the division by zero, and at u = 0 with 0 < |z| < 1 the integrand has a pole and Lean assigns the value zero to the divergent integral.

The integrand itself is taken from linear-response theory and is not derived here. With both spins counted, the usual density response per volume is −F/π² in these units.

## A primitive by polynomial division

Write y = x + z. Then 1 − x² = 1 − z² + 2zy − y², and dividing by y² + u² gives

(1 − x²)y/(y² + u²) = (1 − z² + u²) y/(y² + u²) + 2z − y − 2zu²/(y² + u²).

The first term integrates to a logarithm, because

d/dx ln((x + c)² + u²) = 2(x + c)/((x + c)² + u²)

for any constant shift c. The argument of the logarithm is positive when u ≠ 0.

```lean
/-- Derivative of the logarithm of a shifted Lorentzian denominator of width `u ≠ 0`. -/
theorem hasDerivAt_log_lorentzian {u : ℝ} (hu : u ≠ 0) (c x : ℝ) :
    HasDerivAt (fun t : ℝ => Real.log ((t + c) ^ 2 + u ^ 2))
      (2 * (x + c) / ((x + c) ^ 2 + u ^ 2)) x := by
  have hD : (x + c) ^ 2 + u ^ 2 ≠ 0 := by positivity
  have hq : HasDerivAt (fun t : ℝ => (t + c) ^ 2) (2 * (x + c)) x :=
    (((hasDerivAt_id' x).add_const c).fun_pow 2).congr_deriv (by norm_num)
  exact (hq.add_const (u ^ 2)).log hD
```

The last term integrates to an arctangent, because d/dy arctan(y/u) = u/(y² + u²). A primitive of the whole integrand is therefore

P(x) = ((1 − z² + u²)/2) ln(y² + u²) + 2zy − y²/2 − 2zu arctan(y/u).

```lean
/-- An explicit primitive of the integrand of the Lindhard function, for `u ≠ 0`. -/
theorem hasDerivAt_primitive (z : ℝ) {u : ℝ} (hu : u ≠ 0) (x : ℝ) :
    HasDerivAt (fun t : ℝ => (1 - z ^ 2 + u ^ 2) / 2 * Real.log ((t + z) ^ 2 + u ^ 2)
        + 2 * z * (t + z) - (t + z) ^ 2 / 2 - 2 * z * u * Real.arctan ((t + z) / u))
      ((1 - x ^ 2) * (x + z) / ((x + z) ^ 2 + u ^ 2)) x := by
  have hD : (x + z) ^ 2 + u ^ 2 ≠ 0 := by positivity
  have hy : HasDerivAt (fun t : ℝ => t + z) 1 x := (hasDerivAt_id' x).add_const z
  have hq : HasDerivAt (fun t : ℝ => (t + z) ^ 2) (2 * (x + z)) x :=
    (hy.fun_pow 2).congr_deriv (by norm_num)
  have e : 1 + ((x + z) / u) ^ 2 = ((x + z) ^ 2 + u ^ 2) / u ^ 2 := by
    rw [div_pow, eq_div_iff (pow_ne_zero 2 hu), add_mul,
      div_mul_cancel₀ _ (pow_ne_zero 2 hu)]
    ring
  refine (((((hasDerivAt_log_lorentzian hu z x).const_mul ((1 - z ^ 2 + u ^ 2) / 2)).fun_add
    (hy.const_mul (2 * z))).fun_sub (hq.div_const 2)).fun_sub
    ((hy.div_const u).arctan.const_mul (2 * z * u))).congr_deriv ?_
  rw [e]
  field_simp
  ring
```

The Lean proof runs in the opposite direction to the division. It differentiates P term by term, and `field_simp` and `ring` then confirm that the sum of the derivatives is the integrand. The step `e` rewrites 1 + (y/u)², which comes from the arctangent, as (y² + u²)/u².

## The closed form

As x runs from −1 to 1, y runs from z − 1 to z + 1. The polynomial part of P changes by 4z − 2z = 2z. Since arctan is odd, the arctangent part changes by

−2zu (arctan((1 + z)/u) + arctan((1 − z)/u)).

Dividing everything by 4z gives

F(z,u) = 1/2 + ((1 − z² + u²)/(8z)) ln(((z + 1)² + u²)/((z − 1)² + u²)) − (u/2)(arctan((1 + z)/u) + arctan((1 − z)/u)).

```lean
/-- Closed form of the Lindhard function at imaginary frequency, for `z ≠ 0` and `u ≠ 0`. -/
theorem lindhardF_closed_form {z u : ℝ} (hz : z ≠ 0) (hu : u ≠ 0) :
    lindhardF z u = 1 / 2
      + (1 - z ^ 2 + u ^ 2) / (8 * z) *
        Real.log (((z + 1) ^ 2 + u ^ 2) / ((z - 1) ^ 2 + u ^ 2))
      - u / 2 * (Real.arctan ((1 + z) / u) + Real.arctan ((1 - z) / u)) := by
  have hc : Continuous (fun x : ℝ => (1 - x ^ 2) * (x + z) / ((x + z) ^ 2 + u ^ 2)) := by
    refine Continuous.div (by fun_prop) (by fun_prop) (fun x => ?_)
    positivity
  unfold lindhardF
  rw [intervalIntegral.integral_eq_sub_of_hasDerivAt
    (fun x _ => hasDerivAt_primitive z hu x) (hc.intervalIntegrable _ _),
    Real.log_div (by positivity) (by positivity)]
  have e1 : Real.arctan ((-1 + z) / u) = -Real.arctan ((1 - z) / u) := by
    rw [← Real.arctan_neg]
    congr 1
    ring
  have e2 : (-1 + z) ^ 2 = (z - 1) ^ 2 := by ring
  have e3 : 1 + z = z + 1 := by ring
  simp only [e1, e2, e3]
  field_simp
  ring
```

The hypotheses of `lindhardF_closed_form` are `z ≠ 0` and `u ≠ 0`, so negative values are included. The static case u = 0 is not covered: there the integrand can have a pole inside the Fermi sphere. In the proof, `hc` is the continuity of the integrand, which gives the integrability required by the fundamental theorem of calculus, and `e1` is the oddness of the arctangent.

## High frequency at fixed wave number

For large u the three terms of the closed form tend to 1/2, 1/2 and −1. They cancel, and a floating-point evaluation loses digits accordingly. The integral shows what survives:

u²F(z,u) = (1/(4z)) ∫[−1,1] (1 − x²)(x + z) · u²/((x + z)² + u²) dx.

The last factor never exceeds one and tends to one at every x. The integrand is thus bounded by |(1 − x²)(x + z)|, which is integrable and independent of u, so the limit may be taken under the integral. The odd part of the remaining polynomial integrates to zero:

(1/(4z)) ∫[−1,1] (1 − x²)(x + z) dx = (1/(4z)) · (4z/3) = 1/3.

```lean
/-- High-frequency limit: at fixed `z ≠ 0`, `u² F` tends to `1/3` as `u` tends to infinity. -/
theorem tendsto_high_frequency {z : ℝ} (hz : z ≠ 0) :
    Tendsto (fun u : ℝ => u ^ 2 * lindhardF z u) atTop (𝓝 (1 / 3)) := by
  have hp : ∀ x : ℝ, HasDerivAt (fun t : ℝ => z * t + t ^ 2 / 2 - z * t ^ 3 / 3 - t ^ 4 / 4)
      ((1 - x ^ 2) * (x + z)) x := fun x =>
    (((((hasDerivAt_id' x).const_mul z).fun_add ((hasDerivAt_pow 2 x).div_const 2)).fun_sub
      (((hasDerivAt_pow 3 x).const_mul z).div_const 3)).fun_sub
      ((hasDerivAt_pow 4 x).div_const 4)).congr_deriv (by norm_num; ring)
  have hc : Continuous (fun x : ℝ => (1 - x ^ 2) * (x + z)) := by fun_prop
  have h0 : 1 / (4 * z) * ∫ x in (-1 : ℝ)..1, (1 - x ^ 2) * (x + z) = 1 / 3 := by
    rw [intervalIntegral.integral_eq_sub_of_hasDerivAt (fun x _ => hp x)
      (hc.intervalIntegrable _ _)]
    field_simp
    norm_num
    ring
  -- dominated convergence: the factor `u² / (y² + u²)` is at most one and tends to one
  have h : Tendsto (fun u : ℝ => ∫ x in (-1 : ℝ)..1,
      (1 - x ^ 2) * (x + z) * (u ^ 2 / ((x + z) ^ 2 + u ^ 2))) atTop
      (𝓝 (∫ x in (-1 : ℝ)..1, (1 - x ^ 2) * (x + z))) := by
    refine intervalIntegral.tendsto_integral_filter_of_dominated_convergence
      (fun x => ‖(1 - x ^ 2) * (x + z)‖)
      (Eventually.of_forall fun u => Measurable.aestronglyMeasurable (by fun_prop))
      (Eventually.of_forall fun u => Eventually.of_forall fun x _ => ?_)
      (hc.norm.intervalIntegrable _ _) (Eventually.of_forall fun x _ => ?_)
    · rw [norm_mul]
      refine mul_le_of_le_one_right (norm_nonneg _) ?_
      rw [Real.norm_of_nonneg (by positivity)]
      exact div_le_one_of_le₀ (by nlinarith [sq_nonneg (x + z)]) (by positivity)
    · have ht : Tendsto (fun u : ℝ => (x + z) ^ 2 / ((x + z) ^ 2 + u ^ 2)) atTop (𝓝 0) :=
        tendsto_const_nhds.div_atTop
          (tendsto_atTop_add_const_left _ _ (tendsto_pow_atTop two_ne_zero))
      have h1 := (ht.const_sub 1).const_mul ((1 - x ^ 2) * (x + z))
      rw [sub_zero, mul_one] at h1
      refine h1.congr' ?_
      filter_upwards [eventually_gt_atTop (0 : ℝ)] with u hu
      have hD : (x + z) ^ 2 + u ^ 2 ≠ 0 := by positivity
      rw [one_sub_div hD, add_sub_cancel_left]
  rw [← h0]
  refine (h.const_mul (1 / (4 * z))).congr fun u => ?_
  simp only [lindhardF]
  rw [mul_left_comm, ← intervalIntegral.integral_const_mul (u ^ 2)]
  congr 1
  apply intervalIntegral.integral_congr
  intro x _
  dsimp only
  ring
```

The statement `tendsto_high_frequency` holds z fixed and nonzero and lets u grow through positive values, which is the meaning of `atTop`. It gives the limit without a rate, so it does not say from which u onwards 1/(3u²) is accurate enough to replace the closed form. In the proof, `h0` is the polynomial integral, and `h` is the dominated-convergence step with the bound just described. The pointwise limit comes from writing the factor as 1 − (x + z)²/((x + z)² + u²).

Physically, 1/3 carries the electron density: in these units the density is 1/(3π²), and the leading term of the response at high frequency depends on the gas only through it.

## Long wavelength at fixed u

As z → 0 the closed form contains a logarithm that vanishes, divided by z. Set

g(z) = ln((z + 1)² + u²) − ln((z − 1)² + u²).

Since g(0) = 0, the quotient g(z)/z is a difference quotient, and its limit is

g′(0) = 2/(1 + u²) + 2/(1 + u²) = 4/(1 + u²).

The prefactor (1 − z² + u²)/8 tends to (1 + u²)/8, so the logarithmic term tends to 1/2. Both arctangents tend to arctan(1/u). Altogether

F(z,u) → 1/2 + 1/2 − u arctan(1/u) = 1 − u arctan(1/u).

```lean
/-- Long-wavelength limit: at fixed `u ≠ 0`, the Lindhard function tends to
`1 - u arctan(1/u)` as `z` tends to zero. -/
theorem tendsto_long_wavelength {u : ℝ} (hu : u ≠ 0) :
    Tendsto (fun z : ℝ => lindhardF z u) (𝓝[≠] 0) (𝓝 (1 - u * Real.arctan (1 / u))) := by
  -- the logarithm divided by `z` is a difference quotient at zero
  have hs := hasDerivAt_iff_tendsto_slope_zero.mp
    ((hasDerivAt_log_lorentzian hu 1 0).fun_sub (hasDerivAt_log_lorentzian hu (-1) 0))
  have cc : Continuous (fun z : ℝ => (1 - z ^ 2 + u ^ 2) / 8) := by fun_prop
  have c1 : Continuous (fun z : ℝ => (1 + z) / u) := by fun_prop
  have c2 : Continuous (fun z : ℝ => (1 - z) / u) := by fun_prop
  have ca : Continuous (fun z : ℝ =>
      1 / 2 - u / 2 * (Real.arctan ((1 + z) / u) + Real.arctan ((1 - z) / u))) :=
    continuous_const.sub (continuous_const.mul
      ((Real.continuous_arctan.comp c1).add (Real.continuous_arctan.comp c2)))
  have h := ((ca.tendsto 0).mono_left nhdsWithin_le_nhds).add
    (((cc.tendsto 0).mono_left nhdsWithin_le_nhds).mul hs)
  have e : (1 / 2 - u / 2 * (Real.arctan ((1 + 0) / u) + Real.arctan ((1 - 0) / u)))
      + (1 - 0 ^ 2 + u ^ 2) / 8 * (2 * (0 + 1) / ((0 + 1) ^ 2 + u ^ 2)
        - 2 * (0 + -1) / ((0 + -1) ^ 2 + u ^ 2)) = 1 - u * Real.arctan (1 / u) := by
    have hi : (1 + u ^ 2) * (1 + u ^ 2)⁻¹ = 1 := mul_inv_cancel₀ (by positivity)
    rw [add_zero, sub_zero, show ((0 : ℝ) + 1) ^ 2 + u ^ 2 = 1 + u ^ 2 by ring,
      show ((0 : ℝ) + -1) ^ 2 + u ^ 2 = 1 + u ^ 2 by ring]
    linear_combination (1 / 2) * hi
  rw [← e]
  refine h.congr' ?_
  filter_upwards [self_mem_nhdsWithin] with z hz
  have hz' : z ≠ 0 := hz
  rw [lindhardF_closed_form hz' hu, Real.log_div (by positivity) (by positivity)]
  simp only [smul_eq_mul, zero_add, neg_sq]
  simp only [← sub_eq_add_neg]
  ring

end

end ImaginaryFrequencyLindhard
```

The filter `𝓝[≠] 0` means that z approaches zero from either side without reaching it. Holding u fixed means that ω = 2zu goes to zero together with the wave number; the limit q → 0 at fixed nonzero ω is a different one, in which |u| grows without bound.

In the proof, `hs` is the difference quotient, obtained from two uses of `hasDerivAt_log_lorentzian` with shifts 1 and −1. The continuity facts `cc` and `ca` handle the prefactor and the arctangents, and `e` adds up the limiting values. The closed form is then substituted at nonzero z, which is all that the punctured neighbourhood requires.

```lean
#print axioms ImaginaryFrequencyLindhard.lindhardF_eq_fermi_sphere
#print axioms ImaginaryFrequencyLindhard.lindhardF_closed_form
#print axioms ImaginaryFrequencyLindhard.tendsto_high_frequency
#print axioms ImaginaryFrequencyLindhard.tendsto_long_wavelength
```

```
'ImaginaryFrequencyLindhard.lindhardF_eq_fermi_sphere' depends on axioms: [propext, Classical.choice, Quot.sound]
'ImaginaryFrequencyLindhard.lindhardF_closed_form' depends on axioms: [propext, Classical.choice, Quot.sound]
'ImaginaryFrequencyLindhard.tendsto_high_frequency' depends on axioms: [propext, Classical.choice, Quot.sound]
'ImaginaryFrequencyLindhard.tendsto_long_wavelength' depends on axioms: [propext, Classical.choice, Quot.sound]
```
